# Quadratic local error of the Steffensen step at a fixed point with slope different from 1

Let $g:\mathbb R\to\mathbb R$ have a fixed point $p=g(p)$, with slope $m=g'(p)$. The second difference and the Steffensen step are

$$d(x)=g(g(x))-2g(x)+x,\qquad S(x)=x-\frac{(g(x)-x)^2}{d(x)}.$$

The residual at $x$ is $g(x)-x$. The errors of $x$, $g(x)$ and $g(g(x))$ are $e=x-p$, $u=g(x)-p$ and $v=g(g(x))-p$.

## The error bound

If $g$ is twice continuously differentiable at $p$ and $m\neq1$, there are $C,\delta>0$ such that $0<|x-p|<\delta$ implies

$$d(x)\neq0,\qquad |S(x)-p|\le C(x-p)^2.$$

The fixed point may be repelling, $|m|>1$.

## The step in a self-consistency loop

In a one-parameter mean-field model of a magnet, $g$ maps a trial magnetisation to the one it produces. A code evaluates `g1 = g(x)` and `g2 = g(g1)`, stops if `|g1 - x|` is below tolerance, and otherwise replaces `x` by `x - (g1 - x)^2/(g2 - 2*g1 + x)`. The stopping test comes before the division because $d(p)=0$. Near convergence to a nonzero $p$, $d$ also loses digits to cancellation.

Each update is a DIIS step from the two vectors $x$ and $g(x)$; ordinary DIIS would also carry earlier vectors over to the next step. Where $d(x)\neq0$, choose $t$ so that the mixed residual vanishes:

$$(1-t)(g(x)-x)+t\,(g(g(x))-g(x))=0.$$

Then $t=-(g(x)-x)/d$, and the mixture $(1-t)x+t\,g(x)=x+t(g(x)-x)$ equals $S(x)$.

## Cancellation of the second-order terms

Near $p$ the derivative is Lipschitz with some constant $L$, so $|g'(y)-m|\le L|x-p|$ for every $y$ with $|y-p|\le|x-p|$. The mean value inequality for $g(y)-my$ gives, with $K=L+1$ and some $\rho>0$,

$$|u-me|\le Ke^2\quad\text{for }|e|<\rho.$$

Put $M=|m|+1$. If $K|e|\le1$, then $|u|\le|m||e|+Ke^2\le M|e|$. If also $M|e|<\rho$, the same estimate applies at $g(x)$:

$$|v-mu|\le Ku^2\le KM^2e^2.$$

Since $d=v-2u+e$,

$$(m-1)^2e=d+(2-m)(u-me)-(v-mu),$$

hence $(m-1)^2|e|\le|d|+K(|2-m|+M^2)e^2$. Once $K(|2-m|+M^2)|e|\le(m-1)^2/2$, this gives $|d|\ge(m-1)^2|e|/2>0$.

The new error is

$$S(x)-p=e-\frac{(u-e)^2}{d}=\frac{ev-u^2}{d}.$$

In the numerator the terms $meu$ cancel:

$$ev-u^2=e(v-mu)-u(u-me),\qquad |ev-u^2|\le K(M^2+M)|e|^3.$$

Division gives the bound with $C=2K(M^2+M)/(m-1)^2$.

For iterates $x_{n+1}=S(x_n)$ that never equal $p$, this reads $C|x_{n+1}-p|\le(C|x_n-p|)^2$. Starting with $|x_0-p|<\delta$ and $C|x_0-p|\le1/2$, each error is at most half the previous one, so the iterates stay in range and $C|x_n-p|\le(1/2)^{2^n}$.

## Slope 1: the quadratic bound can fail

Slope 1 means that the residual has zero slope at $p$; in the magnet this happens to the zero-magnetisation solution at the critical point. Take $g(y)=y+y^2$ and $p=0$. Then $d=2x^3+x^4$ and

$$S(x)=x-\frac{x^4}{2x^3+x^4}=x\,\frac{1+x}{2+x}.$$

For $x>0$ this is at least $x/2$, which exceeds $Cx^2$ as soon as $Cx<1/2$. Since $S(x)/x\to1/2$ as $x\to0$, convergence is only linear for this map.

## The Lean file

```lean
import Mathlib

open Filter Topology

namespace SteffensenAcceleration

noncomputable section

/-- The second difference `g(g(x)) - 2 g(x) + x` of three successive fixed-point iterates. -/
def secondDifference (g : ℝ → ℝ) (x : ℝ) : ℝ := g (g x) - 2 * g x + x

/-- The Steffensen update `x - (g(x) - x)² / d`, where `d` is the second difference; where `d = 0`,
Lean's division by zero makes the value `x`. -/
def steffensen (g : ℝ → ℝ) (x : ℝ) : ℝ := x - (g x - x) ^ 2 / secondDifference g x

/-- Two-vector DIIS: if the second difference is nonzero and the mixture of the residuals of
`x` and `g(x)` with weights `1 - t` and `t` vanishes, then the same mixture of `x` and `g(x)`
is the Steffensen update. -/
theorem diis_mixture_eq_steffensen {g : ℝ → ℝ} {x t : ℝ} (hd : secondDifference g x ≠ 0)
    (ht : (1 - t) * (g x - x) + t * (g (g x) - g x) = 0) :
    (1 - t) * x + t * g x = steffensen g x := by
  have h : (g x - x) ^ 2 / secondDifference g x = -t * (g x - x) := by
    rw [div_eq_iff hd]
    simp only [secondDifference]
    linear_combination (g x - x) * ht
  simp only [steffensen]
  rw [h]
  ring

/-- Near a point where `g` is twice continuously differentiable, the error of its
linearization is at most quadratic in the displacement. -/
theorem linearization_error {g : ℝ → ℝ} {p : ℝ} (hg : ContDiffAt ℝ 2 g p) :
    ∃ K > 0, ∃ ρ > 0, ∀ x, |x - p| < ρ →
      |g x - g p - deriv g p * (x - p)| ≤ K * (x - p) ^ 2 := by
  -- the derivative is Lipschitz near `p`
  have h1 : ContDiffAt ℝ 1 (fderiv ℝ g) p := hg.fderiv_right (le_of_eq one_add_one_eq_two)
  obtain ⟨K, t, ht, hK⟩ := h1.exists_lipschitzOnWith
  have h2 : ∀ᶠ y in 𝓝 p, DifferentiableAt ℝ g y :=
    (hg.eventually (by simp)).mono fun y hy => hy.differentiableAt (by norm_num)
  have h3 : ∀ᶠ y in 𝓝 p, y ∈ t := ht
  obtain ⟨ρ, hρ, hball⟩ := Metric.eventually_nhds_iff.1 (h2.and h3)
  refine ⟨K + 1, by positivity, ρ, hρ, fun x hx => ?_⟩
  have hin : ∀ y ∈ Metric.closedBall p |x - p|, dist y p < ρ := fun y hy =>
    lt_of_le_of_lt (Metric.mem_closedBall.1 hy) hx
  have hder : ∀ y ∈ Metric.closedBall p |x - p|,
      HasDerivWithinAt (fun y => g y - deriv g p * y) (deriv g y - deriv g p)
        (Metric.closedBall p |x - p|) y := by
    intro y hy
    have h := (hball (hin y hy)).1.hasDerivAt.fun_sub
      ((hasDerivAt_id' y).const_mul (deriv g p))
    exact (h.congr_deriv (by ring)).hasDerivWithinAt
  have hbd : ∀ y ∈ Metric.closedBall p |x - p|,
      ‖deriv g y - deriv g p‖ ≤ K * |x - p| := by
    intro y hy
    have h := hK.dist_le_mul y (hball (hin y hy)).2 p (mem_of_mem_nhds ht)
    rw [dist_eq_norm (fderiv ℝ g y)] at h
    have h' := (fderiv ℝ g y - fderiv ℝ g p).le_opNorm 1
    have e : (fderiv ℝ g y - fderiv ℝ g p) 1 = deriv g y - deriv g p := by simp
    rw [e, norm_one, mul_one] at h'
    exact (h'.trans h).trans
      (mul_le_mul_of_nonneg_left (Metric.mem_closedBall.1 hy) (NNReal.coe_nonneg K))
  -- mean value inequality for `g` minus its linear part
  have key := Convex.norm_image_sub_le_of_norm_hasDerivWithin_le hder hbd
    (convex_closedBall _ _) (Metric.mem_closedBall_self (abs_nonneg _))
    (Metric.mem_closedBall.2 (le_of_eq (Real.dist_eq x p)))
  simp only [Real.norm_eq_abs] at key
  have e1 : (K : ℝ) * |x - p| * |x - p| = K * (x - p) ^ 2 := by
    rw [mul_assoc, abs_mul_abs_self]; ring
  have e2 : g x - g p - deriv g p * (x - p)
      = g x - deriv g p * x - (g p - deriv g p * p) := by ring
  rw [e1] at key
  rw [e2]
  nlinarith [sq_nonneg (x - p)]

/-- If an error `e` is mapped to `u = m e` up to `K e²`, and `K |e| ≤ 1`, then
`|u| ≤ (|m| + 1) |e|`. -/
theorem next_error_bound {m K e u : ℝ} (hu : |u - m * e| ≤ K * e ^ 2)
    (hs : K * |e| ≤ 1) : |u| ≤ (|m| + 1) * |e| := by
  have h := abs_add_le (m * e) (u - m * e)
  rw [add_sub_cancel, abs_mul] at h
  have h2 : K * e ^ 2 ≤ |e| := by
    rw [← sq_abs e]
    nlinarith [mul_le_mul_of_nonneg_right hs (abs_nonneg e)]
  linarith

/-- Let successive errors `e, u, v` obey `u = m e` up to `K e²` and `v = m u` up to `K u²`, with
`K ≥ 0` and `|u| ≤ (|m| + 1) |e|`. Then `e v - u²` is of third order in `e`, and `|v - 2u + e|` is
at least `(m - 1)² |e|` minus a second-order term, with the stated constants. -/
theorem error_cancellation {m K e u v : ℝ} (hK : 0 ≤ K) (hu : |u - m * e| ≤ K * e ^ 2)
    (hv : |v - m * u| ≤ K * u ^ 2) (hue : |u| ≤ (|m| + 1) * |e|) :
    |e * v - u ^ 2| ≤ K * ((|m| + 1) ^ 2 + (|m| + 1)) * e ^ 2 * |e| ∧
    (m - 1) ^ 2 * |e| ≤ |v - 2 * u + e| + K * (|2 - m| + (|m| + 1) ^ 2) * e ^ 2 := by
  have hsq : u ^ 2 ≤ (|m| + 1) ^ 2 * e ^ 2 := by
    calc u ^ 2 = |u| ^ 2 := (sq_abs u).symm
      _ ≤ ((|m| + 1) * |e|) ^ 2 := by gcongr
      _ = (|m| + 1) ^ 2 * e ^ 2 := by rw [mul_pow, sq_abs]
  have hv' : |v - m * u| ≤ K * ((|m| + 1) ^ 2 * e ^ 2) :=
    hv.trans (mul_le_mul_of_nonneg_left hsq hK)
  constructor
  · -- the leading terms `m e u` cancel
    have h := abs_add_le (e * (v - m * u)) (-u * (u - m * e))
    rw [show e * (v - m * u) + -u * (u - m * e) = e * v - u ^ 2 by ring,
      abs_mul, abs_mul, abs_neg] at h
    have h1 := mul_le_mul_of_nonneg_left hv' (abs_nonneg e)
    have h2 : |u| * |u - m * e| ≤ ((|m| + 1) * |e|) * (K * e ^ 2) :=
      mul_le_mul hue hu (abs_nonneg _) (by positivity)
    linarith
  · have h := abs_add_le (v - 2 * u + e) ((2 - m) * (u - m * e) + -(v - m * u))
    rw [show v - 2 * u + e + ((2 - m) * (u - m * e) + -(v - m * u)) = (m - 1) ^ 2 * e by ring,
      abs_mul, abs_of_nonneg (sq_nonneg (m - 1))] at h
    have h1 := abs_add_le ((2 - m) * (u - m * e)) (-(v - m * u))
    rw [abs_mul, abs_neg] at h1
    have h2 := mul_le_mul_of_nonneg_left hu (abs_nonneg (2 - m))
    linarith

/-- Steffensen's method: if `g` is twice continuously differentiable at a fixed point `p` and
`g'(p) ≠ 1`, then for all `x ≠ p` close enough to `p` the second difference is nonzero and
the error after one update is at most a constant times the square of the error before it. -/
theorem steffensen_quadratic {g : ℝ → ℝ} {p : ℝ} (hg : ContDiffAt ℝ 2 g p)
    (hp : g p = p) (hm : deriv g p ≠ 1) :
    ∃ C > 0, ∃ δ > 0, ∀ x, 0 < |x - p| → |x - p| < δ →
      secondDifference g x ≠ 0 ∧ |steffensen g x - p| ≤ C * (x - p) ^ 2 := by
  obtain ⟨K, hK, ρ, hρ, hT⟩ := linearization_error hg
  rw [hp] at hT
  generalize deriv g p = m at hT hm
  have hq : 0 < (m - 1) ^ 2 := pow_pos_of_ne hm
  have hM : 0 < |m| + 1 := by positivity
  have hL : 0 < K * (|2 - m| + (|m| + 1) ^ 2) := by positivity
  obtain ⟨C, hC0, hC⟩ : ∃ C > 0,
      C * (m - 1) ^ 2 = 2 * K * ((|m| + 1) ^ 2 + (|m| + 1)) :=
    ⟨_, div_pos (by positivity) hq, div_mul_cancel₀ _ hq.ne'⟩
  refine ⟨C, hC0, min (min ρ (ρ / (|m| + 1)))
    (min (1 / K) ((m - 1) ^ 2 / 2 / (K * (|2 - m| + (|m| + 1) ^ 2)))),
    lt_min (lt_min hρ (div_pos hρ hM))
      (lt_min (one_div_pos.2 hK) (div_pos (half_pos hq) hL)), ?_⟩
  intro x hx0 hx
  simp only [lt_min_iff] at hx
  obtain ⟨⟨h1, h2⟩, h3, h4⟩ := hx
  rw [lt_div_iff₀ hM] at h2
  rw [lt_div_iff₀ hK] at h3
  rw [lt_div_iff₀ hL] at h4
  have hu := hT x h1
  have hue := next_error_bound hu (by linarith)
  have hv := hT (g x) (by linarith)
  obtain ⟨hn, hd⟩ := error_cancellation hK.le hu hv hue
  rw [show g (g x) - p - 2 * (g x - p) + (x - p) = secondDifference g x by
    simp only [secondDifference]; ring] at hd
  -- the second difference is bounded below by a positive multiple of the error
  have hd' : (m - 1) ^ 2 / 2 * |x - p| ≤ |secondDifference g x| := by
    have h5 := mul_le_mul_of_nonneg_right h4.le (abs_nonneg (x - p))
    rw [← sq_abs (x - p)] at hd
    linarith
  have hne : secondDifference g x ≠ 0 := by
    intro h
    rw [h, abs_zero] at hd'
    linarith [mul_pos (half_pos hq) hx0]
  refine ⟨hne, ?_⟩
  have hs : steffensen g x - p
      = ((x - p) * (g (g x) - p) - (g x - p) ^ 2) / secondDifference g x := by
    rw [eq_div_iff hne]
    have h6 := div_mul_cancel₀ ((g x - x) ^ 2) hne
    have hD : secondDifference g x = g (g x) - 2 * g x + x := rfl
    simp only [steffensen]
    linear_combination -h6 + (x - p) * hD
  rw [hs, abs_div, div_le_iff₀ (abs_pos.2 hne)]
  calc _ ≤ K * ((|m| + 1) ^ 2 + (|m| + 1)) * (x - p) ^ 2 * |x - p| := hn
    _ = C * (x - p) ^ 2 * ((m - 1) ^ 2 / 2 * |x - p|) := by
      linear_combination (-((x - p) ^ 2 * |x - p|) / 2) * hC
    _ ≤ _ := mul_le_mul_of_nonneg_left hd' (by positivity)
where
  pow_pos_of_ne {m : ℝ} (h : m ≠ 1) : 0 < (m - 1) ^ 2 :=
    lt_of_le_of_ne (sq_nonneg _) (Ne.symm (pow_ne_zero 2 (sub_ne_zero.2 h)))

/-- If `g` is twice continuously differentiable at a fixed point `p` and `g'(p) ≠ 1`, there is a
constant `C > 0` such that Steffensen iterates that start close enough to `p` and never hit `p`
exactly have scaled errors `C |xₙ - p|` of at most `(1/2)^(2^n)`. -/
theorem steffensen_iterates {g : ℝ → ℝ} {p : ℝ} (hg : ContDiffAt ℝ 2 g p)
    (hp : g p = p) (hm : deriv g p ≠ 1) :
    ∃ C > 0, ∃ δ > 0, ∀ x : ℕ → ℝ, |x 0 - p| < δ → (∀ n, x n ≠ p) →
      (∀ n, x (n + 1) = steffensen g (x n)) →
      ∀ n, C * |x n - p| ≤ (1 / 2) ^ (2 ^ n) := by
  obtain ⟨C, hC, δ, hδ, h⟩ := steffensen_quadratic hg hp hm
  refine ⟨C, hC, min δ (1 / 2 / C), lt_min hδ (by positivity), ?_⟩
  intro x h0 hne hx
  obtain ⟨h0a, h0b⟩ := lt_min_iff.1 h0
  rw [lt_div_iff₀ hC] at h0b
  have main : ∀ n, |x n - p| < δ ∧ C * |x n - p| ≤ 1 / 2 ∧
      C * |x n - p| ≤ (1 / 2) ^ (2 ^ n) := by
    intro n
    induction n with
    | zero => exact ⟨h0a, by linarith, by rw [pow_zero, pow_one]; linarith⟩
    | succ n ih =>
      obtain ⟨i1, i2, i3⟩ := ih
      have hstep := (h (x n) (abs_pos.2 (sub_ne_zero.2 (hne n))) i1).2
      rw [← hx n, ← sq_abs (x n - p)] at hstep
      -- the error at least halves, and the scaled error is squared
      have hhalf : |x (n + 1) - p| ≤ 1 / 2 * |x n - p| := by
        linarith [mul_le_mul_of_nonneg_right i2 (abs_nonneg (x n - p))]
      have hpos := abs_nonneg (x n - p)
      refine ⟨by linarith, ?_, ?_⟩
      · linarith [mul_le_mul_of_nonneg_left hhalf hC.le, mul_nonneg hC.le hpos]
      · calc C * |x (n + 1) - p| ≤ C * (C * |x n - p| ^ 2) :=
              mul_le_mul_of_nonneg_left hstep hC.le
          _ = (C * |x n - p|) ^ 2 := by ring
          _ ≤ ((1 / 2) ^ (2 ^ n)) ^ 2 := by gcongr
          _ = (1 / 2) ^ (2 ^ (n + 1)) := by rw [← pow_mul, ← pow_succ]
  exact fun n => (main n).2.2

/-- The map `g(y) = y + y²` has slope 1 at its fixed point 0, and there no quadratic error
bound holds: any constant `C` is violated at points arbitrarily close to 0 where the second
difference is nonzero. -/
theorem slope_one_not_quadratic :
    HasDerivAt (fun y : ℝ => y + y ^ 2) 1 0 ∧
    ∀ C : ℝ, ∀ δ > 0, ∃ x : ℝ, 0 < |x| ∧ |x| < δ ∧
      secondDifference (fun y => y + y ^ 2) x ≠ 0 ∧
      C * x ^ 2 < |steffensen (fun y => y + y ^ 2) x| := by
  constructor
  · have h := (hasDerivAt_id' (0 : ℝ)).fun_add (hasDerivAt_pow 2 (0 : ℝ))
    exact h.congr_deriv (by norm_num)
  intro C δ hδ
  obtain ⟨x, hx, hxδ, hxC⟩ : ∃ x : ℝ, 0 < x ∧ x < δ ∧ x * (4 * (|C| + 1)) ≤ 1 := by
    have hc : 0 < 4 * (|C| + 1) := by positivity
    refine ⟨min (δ / 2) (1 / (4 * (|C| + 1))),
      lt_min (half_pos hδ) (one_div_pos.2 hc),
      lt_of_le_of_lt (min_le_left _ _) (half_lt_self hδ), ?_⟩
    exact (le_div_iff₀ hc).1 (min_le_right _ _)
  have hden : secondDifference (fun y => y + y ^ 2) x = 2 * x ^ 3 + x ^ 4 := by
    simp only [secondDifference]; ring
  have hpos : 0 < 2 * x ^ 3 + x ^ 4 := by positivity
  refine ⟨x, abs_pos.2 hx.ne', by rwa [abs_of_pos hx], by rw [hden]; exact hpos.ne', ?_⟩
  -- the update removes at most half of the error
  have hf : (x + x ^ 2 - x) ^ 2 / (2 * x ^ 3 + x ^ 4) ≤ x / 2 := by
    rw [div_le_iff₀ hpos]
    nlinarith [pow_pos hx 5]
  have hS : steffensen (fun y => y + y ^ 2) x
      = x - (x + x ^ 2 - x) ^ 2 / (2 * x ^ 3 + x ^ 4) := by
    rw [← hden]; rfl
  have hc : C * x < 1 / 2 := by
    linarith [mul_le_mul_of_nonneg_right (le_abs_self C) hx.le]
  have hc2 := mul_lt_mul_of_pos_right hc hx
  refine lt_of_lt_of_le ?_ (le_abs_self _)
  rw [hS]
  linarith

end

end SteffensenAcceleration
```

```lean
#print axioms SteffensenAcceleration.diis_mixture_eq_steffensen
#print axioms SteffensenAcceleration.steffensen_iterates
#print axioms SteffensenAcceleration.slope_one_not_quadratic
```

```
'SteffensenAcceleration.diis_mixture_eq_steffensen' depends on axioms: [propext, Classical.choice, Quot.sound]
'SteffensenAcceleration.steffensen_iterates' depends on axioms: [propext, Classical.choice, Quot.sound]
'SteffensenAcceleration.slope_one_not_quadratic' depends on axioms: [propext, Classical.choice, Quot.sound]
```

## Scope of the theorems and structure of the proof

In `steffensen_quadratic`, `ContDiffAt ℝ 2 g p` is the smoothness hypothesis, `g p = p` the fixed-point condition and `deriv g p ≠ 1` the slope condition. `C` and `δ` are chosen before `x`, so they serve all nearby points. `steffensen_iterates` also assumes that no iterate equals `p`; a code would stop there.

`linearization_error` supplies $K$ and $\rho$, `next_error_bound` gives $|u|\le M|e|$, and `error_cancellation` contains both estimates for $ev-u^2$ and $d$. The main proof takes `δ` as the minimum of the four smallness conditions, then divides. The iterate bound is an induction on `n`. `slope_one_not_quadratic` finds, for every `C` and `δ`, a violating point with nonzero second difference.

The result is local and concerns one real variable. It gives no numerical `δ` for a particular $g$, and it covers neither rounding nor DIIS for density or Fock matrices.
